# Circular hydrogen states have virial ratio −2 at every n when the centrifugal energy counts as kinetic

## Where does the centrifugal term of a 2p electron belong?

Take the 2p state of hydrogen in atomic units, with reduced radial function $u(r)=r^2e^{-r/2}$. I get $\int u^2=24$ and $\int u^2/r=6$, so the mean potential energy is $-1/4$. For the kinetic energy I computed $\int u'^2/2=1$, which gives $1/24$ after normalisation. The ratio of potential to kinetic energy is then $-6$, where the virial theorem says $-2$.

The centrifugal term $1/r^2$ is missing from this. In the radial equation it stands next to the Coulomb potential, so I added its mean value, $1/12$, to the potential energy. Now the ratio is $-4$. Where does the term go, and does the ratio then come out as exactly $-2$ for every circular state, $l=n-1$, or only for small $n$?

## It is kinetic, and the lower moments then cancel for every n

The centrifugal term is the angular part of $-\tfrac12\nabla^2$, so it is kinetic energy, although it looks like a potential in the radial equation. Your numbers then give $1/24+1/12=1/8$, and $-1/4$ divided by $1/8$ is $-2$.

To see why this is no accident, give the 2p function a free exponent $a>0$, so that $u=r^2e^{-ar}$ and $u'=(2r-ar^2)e^{-ar}$. The full kinetic integrand is

$$\frac{u'^2}{2}+\frac{u^2}{r^2}=\Big(3r^2-2ar^3+\frac{a^2}{2}r^4\Big)e^{-2ar}.$$

The first two terms integrate to $3/(4a^3)$ and $-3/(4a^3)$ and cancel. What remains is $\tfrac{a^2}{2}\int u^2$. Without the centrifugal term the coefficient 3 would be 2, and the cancellation would fail.

For general $n\ge1$ let $u=r^ne^{-ar}$ and $M_k=\int_0^\infty r^ke^{-2ar}\,dr=k!/(2a)^{k+1}$. Neighbouring moments obey

$$M_{k+1}=\frac{k+1}{2a}M_k .$$

The squared norm is $N=\int u^2=M_{2n}=\frac{2n}{2a}M_{2n-1}$, so

$$\int\frac{u^2}{r}=M_{2n-1}=\frac an N .$$

Since $u'=(n/r-a)u$ and $l(l+1)=n(n-1)$, the kinetic energy is

$$\int\Big(\frac{u'^2}{2}+\frac{n(n-1)}{2r^2}u^2\Big)=\frac{n(2n-1)}{2}M_{2n-2}-an\,M_{2n-1}+\frac{a^2}{2}M_{2n}.$$

The recurrence gives $an\,M_{2n-1}=\frac{n(2n-1)}{2}M_{2n-2}$. The first two terms cancel and the kinetic energy is $\frac{a^2}{2}N$.

In the field of a nucleus of charge $Z$, the normalised energies are therefore $T=a^2/2$ and $V=-Za/n$. Changing $a$ only stretches or compresses the function, and the two energies scale as $a^2$ and $a$, as a kinetic and a Coulomb energy should. Hence

$$2T+V=a\Big(a-\frac Zn\Big),$$

which vanishes for $a>0$ exactly when $a=Z/n$. At that exponent $\langle1/r\rangle=Z/n^2$, $T=Z^2/(2n^2)$ and $V=-Z^2/n^2$, with ratio $-2$. Hydrogen is $Z=1$.

This exponent also belongs to the eigenstate. Differentiating $u'=(n/r-a)u$ once more gives

$$u''=\Big(\frac{n(n-1)}{r^2}-\frac{2an}{r}+a^2\Big)u,$$

so that

$$-\frac12u''+\frac{n(n-1)}{2r^2}u=\Big(\frac{an}{r}-\frac{a^2}{2}\Big)u .$$

With $a=Z/n$ the first term on the right is $Zu/r$. Moving it to the left leaves the radial Schrödinger equation with energy $-Z^2/(2n^2)$.

Here is the same argument in Lean 4 with Mathlib.

```lean
import Mathlib

open MeasureTheory Set

namespace CircularHydrogen

noncomputable section

/-- The reduced radial function `u(r) = r^n exp(-a r)` with exponent `a`. -/
def orbital (n : ℕ) (a r : ℝ) : ℝ := r ^ n * Real.exp (-(a * r))

/-- The squared norm `∫ u²` over `r > 0`. -/
def normSq (n : ℕ) (a : ℝ) : ℝ := ∫ r in Ioi (0 : ℝ), orbital n a r ^ 2

/-- The unnormalised inverse radius `∫ u²/r` over `r > 0`. -/
def inverseRadius (n : ℕ) (a : ℝ) : ℝ := ∫ r in Ioi (0 : ℝ), orbital n a r ^ 2 / r

/-- The unnormalised kinetic energy over `r > 0`, radial plus centrifugal, for angular
momentum `l = n - 1`, so that `l (l + 1) = n (n - 1)`. -/
def kinetic (n : ℕ) (a : ℝ) : ℝ :=
  ∫ r in Ioi (0 : ℝ), (deriv (orbital n a) r ^ 2 / 2
    + (n : ℝ) * ((n : ℝ) - 1) * orbital n a r ^ 2 / (2 * r ^ 2))

/-- The unnormalised potential energy in the Coulomb field of a nucleus of charge `Z`. -/
def potential (Z : ℝ) (n : ℕ) (a : ℝ) : ℝ := -Z * inverseRadius n a

/-- The exponential moment `∫ r^k exp(-b r)` over `r > 0`. -/
def radialMoment (k : ℕ) (b : ℝ) : ℝ := ∫ r in Ioi (0 : ℝ), r ^ k * Real.exp (-(b * r))

/-- For `b > 0` the exponential moment of order `k` is `k! / b^(k+1)`. -/
theorem radialMoment_eq (k : ℕ) {b : ℝ} (hb : 0 < b) :
    radialMoment k b = (k.factorial : ℝ) / b ^ (k + 1) := by
  have h := Real.integral_rpow_mul_exp_neg_mul_Ioi (a := (k : ℝ) + 1) (r := b)
    (by positivity) hb
  rw [Real.Gamma_nat_eq_factorial] at h
  simp only [add_sub_cancel_right, Real.rpow_natCast] at h
  have hp : (1 / b) ^ ((k : ℝ) + 1) = (1 / b) ^ (k + 1) := by
    exact_mod_cast Real.rpow_natCast (1 / b) (k + 1)
  rw [radialMoment, h, hp, one_div, inv_pow, div_eq_mul_inv, mul_comm]

/-- For `b > 0` each moment follows from the one before it by the factor `(k+1)/b`. -/
theorem radialMoment_succ (k : ℕ) {b : ℝ} (hb : 0 < b) :
    radialMoment (k + 1) b = ((k : ℝ) + 1) / b * radialMoment k b := by
  rw [radialMoment_eq _ hb, radialMoment_eq _ hb, Nat.factorial_succ]
  push_cast
  field_simp
  ring

/-- For `b > 0` the integrand `r^k exp(-b r)` is integrable on `r > 0`. -/
theorem moment_integrable (k : ℕ) {b : ℝ} (hb : 0 < b) :
    Integrable (fun r : ℝ => r ^ k * Real.exp (-(b * r))) (volume.restrict (Ioi 0)) := by
  by_contra h
  have hpos : 0 < (k.factorial : ℝ) / b ^ (k + 1) := by positivity
  exact hpos.ne' ((radialMoment_eq k hb).symm.trans (integral_undef h))

/-- Away from the origin the logarithmic derivative of the orbital is `n/r - a`. -/
theorem orbital_hasDerivAt (n : ℕ) (a : ℝ) {r : ℝ} (hr : r ≠ 0) :
    HasDerivAt (orbital n a) (((n : ℝ) / r - a) * orbital n a r) r := by
  have h1 := hasDerivAt_pow n r
  have h2 : HasDerivAt (fun x : ℝ => Real.exp (-(a * x)))
      (Real.exp (-(a * r)) * (-(a * 1))) r :=
    (((hasDerivAt_id' r).const_mul a).fun_neg).exp
  have hp : (n : ℝ) * r ^ (n - 1) = (n : ℝ) / r * r ^ n := by
    cases n with
    | zero => simp
    | succ m =>
      rw [Nat.add_sub_cancel, pow_succ]
      field_simp
  refine (h1.fun_mul h2).congr_deriv ?_
  unfold orbital
  linear_combination Real.exp (-(a * r)) * hp

private theorem exp_double (a r : ℝ) :
    Real.exp (-(2 * a * r)) = Real.exp (-(a * r)) ^ 2 := by
  rw [← Real.exp_nat_mul]
  congr 1
  push_cast
  ring

private theorem normSq_eq (n : ℕ) (a : ℝ) : normSq n a = radialMoment (2 * n) (2 * a) := by
  refine setIntegral_congr_fun measurableSet_Ioi (fun r _ => ?_)
  simp only [orbital, exp_double]
  ring

private theorem normSq_pos (n : ℕ) {a : ℝ} (ha : 0 < a) : 0 < normSq n a := by
  rw [normSq_eq, radialMoment_eq _ (by positivity)]
  positivity

/-- For `n ≥ 1` and any exponent `a > 0`, `∫ u²/r = (a/n) ∫ u²`. -/
theorem inverseRadius_eq {n : ℕ} (hn : 1 ≤ n) {a : ℝ} (ha : 0 < a) :
    inverseRadius n a = a / n * normSq n a := by
  obtain ⟨m, rfl⟩ : ∃ m, n = m + 1 := ⟨n - 1, by omega⟩
  have h : inverseRadius (m + 1) a = radialMoment (2 * m + 1) (2 * a) := by
    refine setIntegral_congr_fun measurableSet_Ioi (fun r hr => ?_)
    simp only [orbital, exp_double]
    rw [div_eq_iff (Set.mem_Ioi.mp hr).ne']
    ring
  have hm : (m : ℝ) + 1 ≠ 0 := by positivity
  rw [h, normSq_eq, show 2 * (m + 1) = 2 * m + 1 + 1 by ring,
    radialMoment_succ (2 * m + 1) (by positivity : 0 < 2 * a)]
  push_cast
  field_simp
  ring

/-- For `n ≥ 1` and any exponent `a > 0`, the kinetic energy is `(a²/2) ∫ u²`. -/
theorem kinetic_eq {n : ℕ} (hn : 1 ≤ n) {a : ℝ} (ha : 0 < a) :
    kinetic n a = a ^ 2 / 2 * normSq n a := by
  obtain ⟨m, rfl⟩ : ∃ m, n = m + 1 := ⟨n - 1, by omega⟩
  have hb : 0 < 2 * a := by positivity
  -- the integrand is a combination of three neighbouring moments
  have h : kinetic (m + 1) a = ∫ r in Ioi (0 : ℝ),
      (((m + 1) * (2 * m + 1) / 2 : ℝ) * (r ^ (2 * m) * Real.exp (-(2 * a * r)))
        - (a * (m + 1)) * (r ^ (2 * m + 1) * Real.exp (-(2 * a * r)))
        + (a ^ 2 / 2) * (r ^ (2 * m + 2) * Real.exp (-(2 * a * r)))) := by
    refine setIntegral_congr_fun measurableSet_Ioi (fun r hr => ?_)
    have hr0 : r ≠ 0 := (Set.mem_Ioi.mp hr).ne'
    have hu : orbital (m + 1) a r = r * (r ^ m * Real.exp (-(a * r))) := by
      unfold orbital
      ring
    have e0 : r ^ (2 * m) * Real.exp (-(2 * a * r))
        = (r ^ m * Real.exp (-(a * r))) ^ 2 := by rw [exp_double]; ring
    have e1 : r ^ (2 * m + 1) * Real.exp (-(2 * a * r))
        = r * (r ^ m * Real.exp (-(a * r))) ^ 2 := by rw [exp_double]; ring
    have e2 : r ^ (2 * m + 2) * Real.exp (-(2 * a * r))
        = r ^ 2 * (r ^ m * Real.exp (-(a * r))) ^ 2 := by rw [exp_double]; ring
    simp only [(orbital_hasDerivAt (m + 1) a hr0).deriv, hu, e0, e1, e2]
    generalize r ^ m * Real.exp (-(a * r)) = q
    push_cast
    field_simp
    ring
  have i0 := (moment_integrable (2 * m) hb).const_mul ((m + 1) * (2 * m + 1) / 2 : ℝ)
  have i1 := (moment_integrable (2 * m + 1) hb).const_mul (a * (m + 1))
  have i2 := (moment_integrable (2 * m + 2) hb).const_mul (a ^ 2 / 2)
  have i01 : Integrable (fun r : ℝ =>
      ((m + 1) * (2 * m + 1) / 2 : ℝ) * (r ^ (2 * m) * Real.exp (-(2 * a * r)))
        - (a * (m + 1)) * (r ^ (2 * m + 1) * Real.exp (-(2 * a * r))))
      (volume.restrict (Ioi 0)) := i0.sub i1
  rw [h, integral_add i01 i2, integral_sub i0 i1]
  simp only [integral_const_mul]
  change _ * radialMoment (2 * m) (2 * a) - _ * radialMoment (2 * m + 1) (2 * a)
    + _ * radialMoment (2 * m + 1 + 1) (2 * a) = _
  -- the two lower moments cancel
  rw [normSq_eq, show 2 * (m + 1) = 2 * m + 1 + 1 by ring, radialMoment_succ (2 * m) hb]
  push_cast
  field_simp
  ring

/-- For `n ≥ 1` and `Z > 0`, the circular state `u = r^n exp(-Z r/n)` has
`∫ u²/r = (Z/n²) ∫ u²`, kinetic energy `(Z²/(2n²)) ∫ u²`, and a ratio of potential to
kinetic energy of exactly `-2`. -/
theorem circular_virial {n : ℕ} (hn : 1 ≤ n) {Z : ℝ} (hZ : 0 < Z) :
    inverseRadius n (Z / n) = Z / n ^ 2 * normSq n (Z / n) ∧
    kinetic n (Z / n) = Z ^ 2 / (2 * n ^ 2) * normSq n (Z / n) ∧
    potential Z n (Z / n) / kinetic n (Z / n) = -2 := by
  have hn0 : (0 : ℝ) < n := by exact_mod_cast hn
  have ha : 0 < Z / n := by positivity
  have hN := normSq_pos n ha
  rw [potential, inverseRadius_eq hn ha, kinetic_eq hn ha]
  generalize normSq n (Z / n) = N at hN ⊢
  refine ⟨by field_simp, by field_simp, ?_⟩
  rw [div_eq_iff (by positivity)]
  field_simp

/-- For `n ≥ 1` and `a > 0`, the orbital `r^n exp(-a r)` obeys the virial relation
`2T + V = 0` in the field of charge `Z` exactly when `a = Z/n`. -/
theorem virial_iff_exponent {n : ℕ} (hn : 1 ≤ n) (Z : ℝ) {a : ℝ} (ha : 0 < a) :
    2 * kinetic n a + potential Z n a = 0 ↔ a = Z / n := by
  have h : 2 * kinetic n a + potential Z n a = a * normSq n a * (a - Z / n) := by
    rw [potential, inverseRadius_eq hn ha, kinetic_eq hn ha]
    ring
  rw [h, mul_eq_zero, sub_eq_zero]
  exact or_iff_right (mul_pos ha (normSq_pos n ha)).ne'

/-- For `n ≥ 1` the function `u = r^n exp(-Z r/n)` solves the radial Schrödinger equation
with `l = n - 1` and energy `-Z²/(2n²)` at every `r > 0`. -/
theorem radial_schrodinger {n : ℕ} (hn : 1 ≤ n) (Z : ℝ) {r : ℝ} (hr : 0 < r) :
    -(1 / 2) * deriv (deriv (orbital n (Z / n))) r
      + (n : ℝ) * ((n : ℝ) - 1) / (2 * r ^ 2) * orbital n (Z / n) r
      - Z / r * orbital n (Z / n) r
      = -(Z ^ 2 / (2 * n ^ 2)) * orbital n (Z / n) r := by
  have hn0 : (n : ℝ) ≠ 0 := by
    have : n ≠ 0 := by omega
    exact_mod_cast this
  have hev : deriv (orbital n (Z / n)) =ᶠ[nhds r]
      fun x => ((n : ℝ) / x - Z / n) * orbital n (Z / n) x := by
    filter_upwards [Ioi_mem_nhds hr] with x hx
    exact (orbital_hasDerivAt n (Z / n) (Set.mem_Ioi.mp hx).ne').deriv
  have h1 : HasDerivAt (fun x : ℝ => (n : ℝ) / x - Z / n) ((n : ℝ) * -(r ^ 2)⁻¹) r := by
    simpa only [div_eq_mul_inv] using
      ((hasDerivAt_inv hr.ne').const_mul (n : ℝ)).sub_const (Z / n)
  have h2 := h1.fun_mul (orbital_hasDerivAt n (Z / n) hr.ne')
  rw [hev.deriv_eq, h2.deriv]
  generalize orbital n (Z / n) r = u
  field_simp
  ring

end

end CircularHydrogen
```

```lean
#print axioms CircularHydrogen.circular_virial
#print axioms CircularHydrogen.virial_iff_exponent
#print axioms CircularHydrogen.radial_schrodinger
```

```
'CircularHydrogen.circular_virial' depends on axioms: [propext, Classical.choice, Quot.sound]
'CircularHydrogen.virial_iff_exponent' depends on axioms: [propext, Classical.choice, Quot.sound]
'CircularHydrogen.radial_schrodinger' depends on axioms: [propext, Classical.choice, Quot.sound]
```

### What the theorems say about the atom

`orbital n a r` is the reduced radial function $u=rR$, not the radial factor $R$ or the full three-dimensional orbital. The letter `a` is an inverse length, not the Bohr radius. The natural number `n` is both the power of $r$ and the principal quantum number.

All integrals run over `Ioi 0`, that is, $r>0$. The quantities `inverseRadius`, `kinetic` and `potential` are unnormalised, so each must be divided by `normSq` to give a mean value. The definition of `kinetic` contains the actual derivative `deriv (orbital n a)` and the centrifugal term, which settles in the definition the question you asked.

`circular_virial` takes `1 ≤ n` and `0 < Z`, the latter meaning an attractive nucleus. It states three things at exponent `Z / n`: the inverse-radius integral is $Z/n^2$ times the squared norm, the kinetic energy is $Z^2/(2n^2)$ times the squared norm, and potential over kinetic energy equals $-2$.

`virial_iff_exponent` says that, among the functions with fixed $n$ and $a>0$, the relation $2T+V=0$ holds exactly at $a=Z/n$. It allows any real $Z$; for $Z\le0$ no positive exponent qualifies, as one expects without attraction.

`radial_schrodinger` states the differential equation at each point $r>0$. It too allows any real $Z$, but $u$ decays, and so describes a bound state, only when $Z>0$.

The step from these integrals to the atom is the separation of variables. One writes $\psi=(u/r)Y_{lm}$, with $Y_{lm}$ a spherical harmonic, and reduces $\frac12\int|\nabla\psi|^2$ to the radial integral called `kinetic`. That reduction is taken from the usual textbook treatment. The physics is that of one non-relativistic electron and a fixed point nucleus. States with radial nodes, such as 2s, also have the ratio $-2$ by the general virial theorem, but their radial functions are of a different form and the theorems here do not cover them.

For a one-electron atom described by a single function of this circular form, the sign of $2T+V$ tells whether the exponent is too large (positive) or too small (negative). With several electrons or several basis functions, a vanishing $2T+V$ does not by itself identify the exact state.

### From moments to the virial ratio in Lean

`radialMoment_eq` obtains $k!/b^{k+1}$ from Mathlib's Gamma-function integral, and `radialMoment_succ` turns it into the recurrence. `moment_integrable` argues by contradiction: Lean assigns the value 0 to the integral of a non-integrable function, whereas this integral has already been found to be positive.

`orbital_hasDerivAt` is the product rule, rearranged into $u'=(n/r-a)u$ for $r\ne0$. The private lemmas `exp_double`, `normSq_eq` and `normSq_pos` combine the two exponentials in $u^2$, identify the squared norm with $M_{2n}$, and show that it is positive.

In `inverseRadius_eq` and `kinetic_eq` the proof writes $n=m+1$, so that powers such as $2n-2$ become $2m$ and no subtraction of natural numbers is needed. The first of these lemmas recognises $u^2/r$ as the integrand of $M_{2m+1}$ and applies the recurrence once.

`kinetic_eq` follows the expansion above:

- The step `h` rewrites the integrand as a combination of three neighbouring moments. The common factor $r^me^{-ar}$ is replaced by a single letter `q`, after which `field_simp` and `ring` check an identity between rational expressions.
- The facts `i0`, `i1` and `i2` give the integrability of the three terms, which allows the integral to be split.
- `radialMoment_succ (2 * m) hb` expresses $M_{2m+1}$ through $M_{2m}$. The two lower moments then cancel, and $M_{2m+2}$, the squared norm, remains.

`circular_virial` puts $a=Z/n$ into both formulas. The positive squared norm, abbreviated to `N`, then drops out of the ratio. `virial_iff_exponent` factorises $2T+V$, in unnormalised form, as `a * normSq n a * (a - Z / n)`; the first two factors are positive, so the third must vanish.

In `radial_schrodinger` the second derivative needs the formula for $u'$ in a whole neighbourhood of $r$, not just at the point, and `hev` supplies it. The product rule gives $u''$, and the remaining algebra is the comparison of coefficients made above.
